# Spectral projectors of a finite Hermitian matrix as products over its distinct eigenvalues

## The matrix and its list of energies

Let \(H\) be a complex square matrix whose rows and columns are labelled by a finite set \(n\). When it stands for an observable, such as a Hamiltonian in a finite orthonormal basis, it is Hermitian; the theorems that need this assume it. Let \(E_k\) be real numbers labelled by a second finite set \(\iota\). The two sets are independent, because a degenerate level needs only one entry in the list.

In Lean, \(H\) has type `Matrix n n ℂ` and the list is a function `E : ι → ℝ`. The symbol `*ᵥ` applies a matrix to a vector, and `•` multiplies by a number.

```lean
import Mathlib

open Polynomial (C X aeval)
open scoped Polynomial Matrix

namespace SpectralInterpolation

noncomputable section

variable {n ι : Type*} [Fintype n] [DecidableEq n] [Fintype ι] [DecidableEq ι]
```

The list is complete if every eigenvalue appears in it: whenever \(Hv = xv\) with \(v \neq 0\), some \(k\) has \(E_k = x\). Physically, no possible measured value of \(H\) has been left out. The definition speaks of real \(x\) only, which loses nothing for a Hermitian \(H\). The list may also contain numbers that are not eigenvalues. Completeness is an assumption about \(H\) that the user has to supply; nothing here computes the spectrum.

```lean
/-- The list `E` contains every real eigenvalue of `H`. -/
def ListsEigenvalues (H : Matrix n n ℂ) (E : ι → ℝ) : Prop :=
  ∀ (x : ℝ) (v : n → ℂ), v ≠ 0 → H *ᵥ v = x • v → ∃ k, E k = x
```

For \(E_j \neq E_k\), the building block is the shifted and scaled matrix

\[
\frac{H - E_j}{E_k - E_j},
\]

where the number \(E_j\) in the numerator means \(E_j\) times the identity. It removes the level \(E_j\) and leaves the level \(E_k\) unchanged.

```lean
/-- The factor `(H - E_j) / (E_k - E_j)`, meant for `E_j ≠ E_k`. -/
def factor (H : Matrix n n ℂ) (E : ι → ℝ) (k j : ι) : Matrix n n ℂ :=
  (E k - E j)⁻¹ • (H - E j • (1 : Matrix n n ℂ))
```

With a scalar variable \(X\) in place of \(H\), the product of these factors over all \(j \neq k\) is the polynomial

\[
p_k(X) = \prod_{j \neq k} \frac{X - E_j}{E_k - E_j}.
\]

In the code, `Finset.univ.erase k` is the set of all labels except \(k\).

```lean
/-- The scalar interpolation polynomial, the product of `(X - E_j) / (E_k - E_j)` over `j ≠ k`,
meant for distinct `E_j`. -/
def interpPoly (E : ι → ℝ) (k : ι) : ℝ[X] :=
  ∏ j ∈ Finset.univ.erase k, C ((E k - E j)⁻¹) * (X - C (E j))
```

## From scalar polynomials to matrix products

Substituting \(H\) for \(X\), and \(c\) times the identity for each constant \(c\), turns each linear factor of \(p_k\) into the corresponding matrix factor. This substitution is `aeval H`.

```lean
omit [Fintype ι] [DecidableEq ι] in
/-- Each factor is a linear polynomial evaluated at `H`. -/
lemma aeval_factor (H : Matrix n n ℂ) (E : ι → ℝ) (k j : ι) :
    aeval H (C ((E k - E j)⁻¹) * (X - C (E j))) = factor H E k j := by
  simp only [factor, map_mul, map_sub, Polynomial.aeval_C, Polynomial.aeval_X,
    Algebra.smul_def, mul_one]
```

The matrix factors commute, since

\[
(H - E_i)(H - E_j) = H^2 - (E_i + E_j)H + E_iE_j
\]

is symmetric in \(i\) and \(j\). The proof obtains this from the fact that real polynomials commute and that substitution respects products.

```lean
omit [Fintype ι] [DecidableEq ι] in
/-- The factors commute, so their product needs no ordering. -/
lemma factor_commute (H : Matrix n n ℂ) (E : ι → ℝ) (k i j : ι) :
    Commute (factor H E k i) (factor H E k j) := by
  have h := (Commute.all (C ((E k - E i)⁻¹) * (X - C (E i)) : ℝ[X])
    (C ((E k - E j)⁻¹) * (X - C (E j)) : ℝ[X])).map (aeval (R := ℝ) H)
  rwa [aeval_factor H E k i, aeval_factor H E k j] at h
```

The matrix \(P_k\) can therefore be defined without choosing an order for its factors:

\[
P_k = \prod_{j \neq k} \frac{H - E_j}{E_k - E_j}.
\]

Matrix multiplication is not commutative in general, so `noncommProd` takes the commutation proof as an argument.

```lean
/-- The matrix `P_k`, the product of `(H - E_j) / (E_k - E_j)` over all `j ≠ k`,
meant for distinct `E_j`. -/
def projector (H : Matrix n n ℂ) (E : ι → ℝ) (k : ι) : Matrix n n ℂ :=
  (Finset.univ.erase k).noncommProd (factor H E k)
    (fun i _ j _ _ => factor_commute H E k i j)
```

Because substitution respects products, \(P_k = p_k(H)\). Questions about \(P_k\) become questions about the values of a scalar polynomial.

```lean
/-- `P_k` is the interpolation polynomial evaluated at `H`. -/
lemma projector_eq_aeval (H : Matrix n n ℂ) (E : ι → ℝ) (k : ι) :
    projector H E k = aeval H (interpPoly E k) := by
  have h1 := Finset.noncommProd_eq_prod (Finset.univ.erase k)
    (fun j => (C ((E k - E j)⁻¹) * (X - C (E j)) : ℝ[X]))
  -- evaluation at `H` turns the product of polynomials into the product of matrices
  have h2 := Finset.map_noncommProd (Finset.univ.erase k)
    (fun j => (C ((E k - E j)⁻¹) * (X - C (E j)) : ℝ[X]))
    (fun _ _ _ _ _ => Commute.all _ _) (aeval (R := ℝ) H)
  exact ((congrArg (aeval (R := ℝ) H) h1).symm.trans
    (h2.trans (Finset.noncommProd_congr rfl (fun j _ => aeval_factor H E k j) _))).symm
```

Those values are simple when the \(E_k\) are distinct, which Lean expresses as `Function.Injective E`:

\[
p_k(E_i) = \delta_{ik}.
\]

For \(i = k\), every factor is \((E_k - E_j)/(E_k - E_j) = 1\). For \(i \neq k\), the factor with \(j = i\) is zero. The proof splits into the same two cases.

```lean
/-- For distinct `E_j`, the `k`-th interpolation polynomial is one at `E_k` and zero at the
other `E_i`. -/
lemma eval_interpPoly {E : ι → ℝ} (hinj : Function.Injective E) (i k : ι) :
    (interpPoly E k).eval (E i) = if i = k then 1 else 0 := by
  rw [interpPoly, Polynomial.eval_prod]
  by_cases hik : i = k
  · subst hik
    rw [if_pos rfl]
    refine Finset.prod_eq_one fun j hj => ?_
    have hne : E i - E j ≠ 0 :=
      sub_ne_zero.mpr fun h => (Finset.ne_of_mem_erase hj) (hinj h).symm
    simp only [Polynomial.eval_mul, Polynomial.eval_sub, Polynomial.eval_C, Polynomial.eval_X]
    exact inv_mul_cancel₀ hne
  · rw [if_neg hik]
    exact Finset.prod_eq_zero (Finset.mem_erase.mpr ⟨hik, Finset.mem_univ i⟩) (by simp)
```

## Polynomials of an observable

If \(Hv = xv\), then \(p(H)v = p(x)v\) for every real polynomial \(p\). This is clear for constants, and it carries over to sums. For a monomial, one power of \(H\) acts first:

\[
aH^{m+1}v = aH^m(Hv) = x\,aH^m v = x\,a x^m v = a x^{m+1} v.
\]

The induction in Lean has these three cases. Hermiticity is not used.

```lean
/-- On an eigenvector of `H` with eigenvalue `x`, the matrix `p(H)` acts as the number `p(x)`. -/
theorem aeval_mulVec {H : Matrix n n ℂ} {x : ℝ} {v : n → ℂ} (hv : H *ᵥ v = x • v)
    (p : ℝ[X]) : aeval H p *ᵥ v = p.eval x • v := by
  induction p using Polynomial.induction_on with
  | C a =>
    rw [Polynomial.aeval_C, Algebra.algebraMap_eq_smul_one, Matrix.smul_mulVec,
      Matrix.one_mulVec, Polynomial.eval_C]
  | add p q hp hq => rw [map_add, Matrix.add_mulVec, hp, hq, Polynomial.eval_add, add_smul]
  | monomial m a ih =>
    rw [pow_succ, ← mul_assoc, map_mul, Polynomial.aeval_X, ← Matrix.mulVec_mulVec, hv,
      Matrix.mulVec_smul, ih, smul_smul]
    congr 1
    simp only [Polynomial.eval_mul, Polynomial.eval_X]
    ring
```

If \(H\) is Hermitian, so is \(p(H)\). Real multiples of the identity are Hermitian, and so are sums of Hermitian matrices. For the monomial step, put \(A = aH^m\) and suppose \(A^\dagger = A\). Then

\[
(AH)^\dagger = H^\dagger A^\dagger = HA = AH,
\]

where the last equality holds because \(A\) is a polynomial in \(H\).

```lean
/-- A real polynomial in a Hermitian matrix is Hermitian. -/
theorem aeval_isHermitian {H : Matrix n n ℂ} (hH : H.IsHermitian) (p : ℝ[X]) :
    (aeval H p).IsHermitian := by
  induction p using Polynomial.induction_on with
  | C a =>
    rw [Polynomial.aeval_C, Algebra.algebraMap_eq_smul_one, Matrix.IsHermitian,
      Matrix.conjTranspose_smul, Matrix.conjTranspose_one, star_trivial]
  | add p q hp hq => rw [map_add]; exact hp.add hq
  | monomial m a ih =>
    rw [pow_succ, ← mul_assoc, Matrix.IsHermitian, map_mul, Polynomial.aeval_X,
      Matrix.conjTranspose_mul, hH.eq, ih.eq]
    have h := (Commute.all X (C a * X ^ m : ℝ[X])).map (aeval H)
    rw [Polynomial.aeval_X] at h
    exact h.eq
```

The next step is where completeness enters. Suppose that \(p(E_k) = q(E_k)\) for all \(k\). A Hermitian \(H\) has an orthonormal basis of eigenvectors \(u_j\), with \(Hu_j = x_ju_j\). Each \(x_j\) equals some \(E_k\), so

\[
p(H)u_j = p(x_j)u_j = q(x_j)u_j = q(H)u_j.
\]

Two matrices that agree on a basis are equal, hence \(p(H) = q(H)\).

The eigenvector basis comes from Mathlib as `eigenvectorBasis`. The argument thus takes diagonalisability as known and derives the product formula from it. In the code, the auxiliary map `f` turns a matrix into a linear map so that the comparison on the basis can be made. The final lines recover the matrix entries by applying both sides to the coordinate vectors.

```lean
omit [Fintype ι] [DecidableEq ι] in
/-- If `E` lists all eigenvalues of a Hermitian `H`, two real polynomials that agree on the list
give the same matrix at `H`. -/
theorem aeval_eq_of_eval_eq {H : Matrix n n ℂ} (hH : H.IsHermitian) {E : ι → ℝ}
    (hE : ListsEigenvalues H E) (p q : ℝ[X]) (h : ∀ k, p.eval (E k) = q.eval (E k)) :
    aeval H p = aeval H q := by
  let f : Matrix n n ℂ → (EuclideanSpace ℂ n →ₗ[ℂ] (n → ℂ)) := fun M =>
    M.mulVecLin ∘ₗ (WithLp.linearEquiv 2 ℂ (n → ℂ)).toLinearMap
  -- compare the two matrices on the eigenvector basis
  have hf : f (aeval H p) = f (aeval H q) := by
    refine hH.eigenvectorBasis.toBasis.ext fun j => ?_
    rw [OrthonormalBasis.coe_toBasis]
    change aeval H p *ᵥ (hH.eigenvectorBasis j).ofLp = aeval H q *ᵥ (hH.eigenvectorBasis j).ofLp
    have hv := hH.mulVec_eigenvectorBasis j
    have hne : (hH.eigenvectorBasis j).ofLp ≠ 0 := fun h0 =>
      hH.eigenvectorBasis.orthonormal.ne_zero j (by ext i; exact congrFun h0 i)
    obtain ⟨k, hk⟩ := hE _ _ hne hv
    rw [aeval_mulVec hv p, aeval_mulVec hv q, ← hk, h k]
  ext i j
  have h1 : aeval H p *ᵥ Pi.single j 1 = aeval H q *ᵥ Pi.single j 1 :=
    LinearMap.congr_fun hf (WithLp.toLp 2 (Pi.single j 1))
  simpa using congrFun h1 i
```

## The spectral sum for polynomials

Given a real polynomial \(p\), form its interpolant on the list,

\[
q(X) = \sum_k p(E_k)\,p_k(X), \qquad q(E_i) = \sum_k p(E_k)\,\delta_{ik} = p(E_i).
\]

The two polynomials agree on the list, so the previous step gives

\[
p(H) = \sum_k p(E_k)\,P_k.
\]

The statement covers real polynomials; functions such as the exponential are not treated.

```lean
/-- Spectral calculus: if the distinct numbers `E_k` include all eigenvalues of a Hermitian `H`,
then `p(H) = ∑ p(E_k) P_k` for every real polynomial `p`. -/
theorem spectral_calculus {H : Matrix n n ℂ} (hH : H.IsHermitian) {E : ι → ℝ}
    (hinj : Function.Injective E) (hE : ListsEigenvalues H E) (p : ℝ[X]) :
    aeval H p = ∑ k, p.eval (E k) • projector H E k := by
  rw [aeval_eq_of_eval_eq hH hE p (∑ k, C (p.eval (E k)) * interpPoly E k)
    (fun i => by simp [Polynomial.eval_finsetSum, eval_interpPoly hinj]), map_sum]
  refine Finset.sum_congr rfl fun k _ => ?_
  rw [map_mul, Polynomial.aeval_C, ← Algebra.smul_def, projector_eq_aeval]
```

## Projectors, completeness and the decomposition of \(H\)

All five properties now follow for Hermitian \(H\) and a complete list of distinct values:

- \(P_k^\dagger = P_k\), because \(P_k\) is a real polynomial in \(H\).
- \(P_k^2 = P_k\), because \(p_k(E_i)^2 = \delta_{ik}^2 = \delta_{ik} = p_k(E_i)\).
- \(P_jP_k = 0\) for \(j \neq k\), because \(p_j(E_i)\,p_k(E_i) = \delta_{ij}\delta_{ik} = 0\) for every \(i\), so \(p_jp_k\) agrees with the zero polynomial on the list.
- \(\sum_k P_k = 1\), from the spectral sum with \(p = 1\).
- \(H = \sum_k E_kP_k\), from the spectral sum with \(p = X\).

The theorem states them in this order, joined by `∧`, and the proof has one bullet for each.

```lean
/-- If the distinct numbers `E_k` include all eigenvalues of a Hermitian `H`, the products `P_k`
are Hermitian, idempotent and mutually annihilating, sum to the identity, and `H = ∑ E_k P_k`. -/
theorem spectral_decomposition {H : Matrix n n ℂ} (hH : H.IsHermitian) {E : ι → ℝ}
    (hinj : Function.Injective E) (hE : ListsEigenvalues H E) :
    (∀ k, (projector H E k).IsHermitian) ∧
    (∀ k, projector H E k * projector H E k = projector H E k) ∧
    (∀ j k, j ≠ k → projector H E j * projector H E k = 0) ∧
    ∑ k, projector H E k = 1 ∧
    H = ∑ k, E k • projector H E k := by
  refine ⟨fun k => ?_, fun k => ?_, fun j k hjk => ?_, ?_, ?_⟩
  · rw [projector_eq_aeval]
    exact aeval_isHermitian hH _
  · rw [projector_eq_aeval, ← map_mul]
    exact aeval_eq_of_eval_eq hH hE _ _ fun i => by simp [eval_interpPoly hinj]
  · rw [projector_eq_aeval, projector_eq_aeval, ← map_mul, ← map_zero (aeval (R := ℝ) H)]
    refine aeval_eq_of_eval_eq hH hE _ _ fun i => ?_
    rw [Polynomial.eval_mul, eval_interpPoly hinj, eval_interpPoly hinj]
    by_cases hij : i = j
    · subst hij
      simp [hjk]
    · simp [hij]
  · simpa using (spectral_calculus hH hinj hE 1).symm
  · simpa using spectral_calculus hH hinj hE X
```

The smallest list for a nonempty basis has a single entry \(E\). The product is then empty, so \(P = 1\), and the theorem says \(H = E\cdot 1\): a Hermitian matrix with only one eigenvalue is a multiple of the identity.

The same case shows why Hermiticity matters. The matrix

\[
N = \begin{pmatrix} 0 & 1 \\ 0 & 0 \end{pmatrix}
\]

has the single eigenvalue \(0\), so the list \((0)\) is complete and its entries are distinct. Again \(P = 1\), but \(0 \cdot P = 0 \neq N\). The argument breaks at the comparison on eigenvectors, because those of \(N\) do not span the space.

## The level onto which each projector projects

It remains to identify the range of \(P_k\). On the list,

\[
E_i\,p_k(E_i) = E_i\delta_{ik} = E_k\,p_k(E_i),
\]

so \(HP_k = E_kP_k\). If \(P_kv = v\), then

\[
Hv = HP_kv = E_kP_kv = E_kv.
\]

Conversely, if \(Hv = E_kv\), then \(P_kv = p_k(E_k)v = v\). The two directions of the Lean proof are these two calculations.

Together with the properties above, this makes \(P_k\) the orthogonal projector onto the whole level \(E_k\), whatever its degeneracy. If \(E_k\) is not an eigenvalue, the level contains only the zero vector and \(P_k = 0\).

An example from electronic structure is the total-spin operator \(S^2\) for a fixed number of electrons. Take finitely many orthonormal spatial orbitals, each with both spins, and use the determinants built from them as the basis. Then \(S^2\) is a Hermitian matrix whose possible eigenvalues are known in advance: \(s(s+1)\) in units of \(\hbar^2\), where \(s\) is the total-spin quantum number. For a chosen \(s\), the product formula gives the projector that removes the components of every other total spin, the spin contamination, from a determinant.

```lean
/-- If the distinct numbers `E_k` include all eigenvalues of a Hermitian `H`, then `P_k` leaves a
vector `v` unchanged exactly when `H v = E_k v`. -/
theorem projector_fixes_iff {H : Matrix n n ℂ} (hH : H.IsHermitian) {E : ι → ℝ}
    (hinj : Function.Injective E) (hE : ListsEigenvalues H E) (k : ι) (v : n → ℂ) :
    projector H E k *ᵥ v = v ↔ H *ᵥ v = E k • v := by
  constructor
  · intro h
    -- `H P_k = E_k P_k`, since both sides agree on the list
    have hP := aeval_eq_of_eval_eq hH hE (X * interpPoly E k) (C (E k) * interpPoly E k)
      (fun i => by
        by_cases hik : i = k
        · subst hik
          simp
        · simp [eval_interpPoly hinj, hik])
    rw [map_mul, map_mul, Polynomial.aeval_X, Polynomial.aeval_C, ← Algebra.smul_def,
      ← projector_eq_aeval] at hP
    calc H *ᵥ v = H *ᵥ (projector H E k *ᵥ v) := by rw [h]
      _ = E k • (projector H E k *ᵥ v) := by
        rw [Matrix.mulVec_mulVec, hP, Matrix.smul_mulVec]
      _ = E k • v := by rw [h]
  · intro h
    rw [projector_eq_aeval, aeval_mulVec h, eval_interpPoly hinj, if_pos rfl, one_smul]
```

## Parity and Pauli matrices

Let \(H^2 = 1\), as for a Pauli matrix or for parity in a finite orthonormal basis whose span is closed under inversion. If \(Hv = xv\) with \(v \neq 0\) and \(x\) real, then

\[
v = H^2v = x^2v, \qquad (x^2 - 1)v = 0,
\]

so \(x = 1\) or \(x = -1\). The list \(E_0 = 1\), \(E_1 = -1\), written `![1, -1]`, is therefore complete. The product for label \(0\) has one factor:

\[
P_0 = \frac{H - (-1)}{1 - (-1)} = \frac{1 + H}{2}.
\]

The theorem needs only \(H^2 = 1\) for these two statements. When \(H\) is also Hermitian, as in both examples, the earlier results apply and \(P_0\) is the orthogonal projector onto the even states, or onto spin up along the chosen axis.

```lean
/-- If `H² = 1`, the list `1, -1` contains every real eigenvalue of `H`, and the product
belonging to `1` is `(1 + H) / 2`. -/
theorem involution_projector {H : Matrix n n ℂ} (hsq : H * H = 1) :
    ListsEigenvalues H ![1, -1] ∧
    projector H ![1, -1] 0 = (1 / 2 : ℝ) • (1 + H) := by
  constructor
  · intro x v hv hx
    have h1 : (x * x) • v = v := by
      rw [← smul_smul, ← hx, ← Matrix.mulVec_smul, ← hx, Matrix.mulVec_mulVec, hsq,
        Matrix.one_mulVec]
    have h2 : (x * x - 1) • v = 0 := by rw [sub_smul, one_smul, h1, sub_self]
    have h3 : x * x = 1 := sub_eq_zero.mp ((smul_eq_zero.mp h2).resolve_right hv)
    rcases mul_self_eq_one_iff.mp h3 with h | h
    · exact ⟨0, by simp [h]⟩
    · exact ⟨1, by simp [h]⟩
  · rw [projector_eq_aeval, interpPoly,
      show (Finset.univ.erase (0 : Fin 2)) = {1} by decide, Finset.prod_singleton, aeval_factor]
    change ((1 : ℝ) - (-1))⁻¹ • (H - (-1 : ℝ) • (1 : Matrix n n ℂ)) = _
    rw [show ((1 : ℝ) - (-1))⁻¹ = 1 / 2 by norm_num]
    module

end

end SpectralInterpolation
```

```lean
#print axioms SpectralInterpolation.spectral_decomposition
#print axioms SpectralInterpolation.projector_fixes_iff
#print axioms SpectralInterpolation.involution_projector
```

```
'SpectralInterpolation.spectral_decomposition' depends on axioms: [propext, Classical.choice, Quot.sound]
'SpectralInterpolation.projector_fixes_iff' depends on axioms: [propext, Classical.choice, Quot.sound]
'SpectralInterpolation.involution_projector' depends on axioms: [propext, Classical.choice, Quot.sound]
```
